# $\operatorname{Im}\,1/(s-i\varepsilon)\to\pi\,\delta(s)$ and the light-cone term of the massless Feynman propagator

For the tent function $f(s)=\max(0,1-|s|)$ and $\varepsilon>0$, the imaginary part of $\int f(s)/(s-i\varepsilon)\,ds$ is $2\arctan(1/\varepsilon)-\varepsilon\ln(1+1/\varepsilon^2)$, which tends to $\pi=\pi f(0)$ as $\varepsilon\to0^+$. The Lean file below proves the limit $\pi f(0)$ for every continuous, compactly supported real $f$, and derives from it the delta term that the Feynman propagator of a massless scalar field carries on the light cone, tested along lightlike lines that cross the cone.

```lean
import Mathlib

open MeasureTheory Filter Topology
open scoped Real

noncomputable section

namespace FeynmanLightCone

/-- The regularised pole `1/(s - iε)`, defined for `(s, ε) ≠ (0, 0)`. -/
def pole (ε s : ℝ) : ℂ := 1 / ((s : ℂ) - Complex.I * (ε : ℂ))

/-- The invariant interval `t² - x² - y² - z²` from the origin, in units with `c = 1`. -/
def interval (t x y z : ℝ) : ℝ := t ^ 2 - x ^ 2 - y ^ 2 - z ^ 2

/-- The regularised massless Feynman propagator `-1/(4π² (s - iε))` as a function of the
invariant interval `s`, defined for `(s, ε) ≠ (0, 0)`. -/
def propagator (ε s : ℝ) : ℂ := ((-(1 / (4 * π ^ 2)) : ℝ) : ℂ) * pole ε s

/-- The imaginary part of the regularised pole is the Lorentzian `ε/(s² + ε²)`. -/
theorem pole_im (ε s : ℝ) : (pole ε s).im = ε / (s ^ 2 + ε ^ 2) := by
  have hre : ((s : ℂ) - Complex.I * (ε : ℂ)).re = s := by simp
  have him : ((s : ℂ) - Complex.I * (ε : ℂ)).im = -ε := by simp
  rw [pole, one_div, Complex.inv_im, Complex.normSq_apply, hre, him, neg_neg]
  congr 1
  ring

/-- For `ε ≠ 0`, the pole smeared with a continuous, compactly supported function is
integrable. -/
theorem integrable_smeared {f : ℝ → ℝ} (hf : Continuous f) (hc : HasCompactSupport f)
    {ε : ℝ} (hε : ε ≠ 0) : Integrable (fun s : ℝ => (f s : ℂ) * pole ε s) := by
  -- the denominator has imaginary part `-ε`, so it never vanishes
  have hp : Continuous (fun s : ℝ => pole ε s) := by
    unfold pole
    refine Continuous.div continuous_const (by fun_prop) fun s h => hε ?_
    have h' := congrArg Complex.im h
    simpa using h'
  have hs : HasCompactSupport (fun s : ℝ => (f s : ℂ)) :=
    hc.comp_left (g := fun x : ℝ => (x : ℂ)) Complex.ofReal_zero
  exact ((Complex.continuous_ofReal.comp hf).mul hp).integrable_of_hasCompactSupport
    hs.mul_right

/-- For `ε ≠ 0` and continuous, compactly supported `f`, the imaginary part of the smeared
pole is the integral of `f` against the Lorentzian. -/
theorem im_smeared {f : ℝ → ℝ} (hf : Continuous f) (hc : HasCompactSupport f)
    {ε : ℝ} (hε : ε ≠ 0) :
    (∫ s : ℝ, (f s : ℂ) * pole ε s).im = ∫ s : ℝ, f s * (ε / (s ^ 2 + ε ^ 2)) := by
  calc (∫ s : ℝ, (f s : ℂ) * pole ε s).im
      = ∫ s : ℝ, ((f s : ℂ) * pole ε s).im :=
        (integral_im (integrable_smeared hf hc hε)).symm
    _ = _ := by simp only [Complex.im_ofReal_mul, pole_im]

/-- Integrated against a bounded continuous function `f`, the Lorentzian `ε/(s² + ε²)` tends to
`π f(0)` as `ε` tends to `0` from above. -/
theorem lorentzian_tendsto {f : ℝ → ℝ} (hf : Continuous f) {C : ℝ} (hC : ∀ s, |f s| ≤ C) :
    Tendsto (fun ε : ℝ => ∫ s : ℝ, f s * (ε / (s ^ 2 + ε ^ 2))) (𝓝[>] 0)
      (𝓝 (π * f 0)) := by
  -- dominated convergence in the rescaled variable `x = s/ε`
  have key : Tendsto (fun ε : ℝ => ∫ x : ℝ, f (ε * x) * (1 + x ^ 2)⁻¹) (𝓝[>] 0)
      (𝓝 (∫ x : ℝ, f 0 * (1 + x ^ 2)⁻¹)) := by
    refine tendsto_integral_filter_of_dominated_convergence
      (fun x : ℝ => C * (1 + x ^ 2)⁻¹) ?_ ?_ ?_ ?_
    · refine Eventually.of_forall fun ε => ?_
      have h : Continuous (fun x : ℝ => (1 + x ^ 2)⁻¹) :=
        Continuous.inv₀ (by fun_prop) (fun x => (by positivity : (1 + x ^ 2 : ℝ) ≠ 0))
      exact ((hf.comp (continuous_const.mul continuous_id)).mul h).aestronglyMeasurable
    · refine Eventually.of_forall fun ε => Eventually.of_forall fun x => ?_
      have h : 0 ≤ (1 + x ^ 2)⁻¹ := by positivity
      rw [Real.norm_eq_abs, abs_mul, abs_of_nonneg h]
      exact mul_le_mul_of_nonneg_right (hC _) h
    · exact integrable_inv_one_add_sq.const_mul C
    · refine Eventually.of_forall fun x => ?_
      have h0 : Continuous fun ε : ℝ => f (ε * x) := by fun_prop
      have h1 := h0.tendsto 0
      simp only [zero_mul] at h1
      exact (h1.mono_left nhdsWithin_le_nhds).mul_const _
  have hval : ∫ x : ℝ, f 0 * (1 + x ^ 2)⁻¹ = π * f 0 := by
    rw [integral_const_mul, integral_univ_inv_one_add_sq, mul_comm]
  rw [hval] at key
  refine key.congr' ?_
  filter_upwards [self_mem_nhdsWithin] with ε hε
  have hpos : 0 < ε := hε
  have hne : ε ≠ 0 := hpos.ne'
  -- undo the rescaling
  have h : ∫ x : ℝ, f (ε * x) * (ε / ((ε * x) ^ 2 + ε ^ 2))
      = |ε⁻¹| • ∫ s : ℝ, f s * (ε / (s ^ 2 + ε ^ 2)) :=
    Measure.integral_comp_mul_left (fun s : ℝ => f s * (ε / (s ^ 2 + ε ^ 2))) ε
  rw [abs_of_pos (inv_pos.2 hpos), smul_eq_mul] at h
  calc ∫ x : ℝ, f (ε * x) * (1 + x ^ 2)⁻¹
      = ∫ x : ℝ, ε * (f (ε * x) * (ε / ((ε * x) ^ 2 + ε ^ 2))) := by
        congr 1
        funext x
        have h1 : (1 + x ^ 2 : ℝ) ≠ 0 := by positivity
        have h2 : (ε * x) ^ 2 + ε ^ 2 = ε ^ 2 * (1 + x ^ 2) := by ring
        rw [h2]
        generalize f (ε * x) = F
        field_simp
    _ = ε * (ε⁻¹ * ∫ s : ℝ, f s * (ε / (s ^ 2 + ε ^ 2))) := by
        rw [integral_const_mul, h]
    _ = _ := by rw [← mul_assoc, mul_inv_cancel₀ hne, one_mul]

/-- For continuous, compactly supported real `f`, the imaginary part of
`∫ f(s)/(s - iε) ds` tends to `π f(0)` as `ε` tends to `0` from above. -/
theorem im_pole_tendsto {f : ℝ → ℝ} (hf : Continuous f) (hc : HasCompactSupport f) :
    Tendsto (fun ε : ℝ => (∫ s : ℝ, (f s : ℂ) * pole ε s).im) (𝓝[>] 0)
      (𝓝 (π * f 0)) := by
  obtain ⟨C, hC⟩ := hc.exists_bound_of_continuous hf
  refine (lorentzian_tendsto hf (C := C) hC).congr' ?_
  filter_upwards [self_mem_nhdsWithin] with ε hε
  exact (im_smeared hf hc (ne_of_gt hε)).symm

/-- In the light-front coordinates `p = t + z` and `m = t - z`, the invariant interval is
`m p - (x² + y²)`. -/
theorem interval_lightFront (p m x y : ℝ) :
    interval ((p + m) / 2) x y ((p - m) / 2) = m * p - (x ^ 2 + y ^ 2) := by
  unfold interval
  ring

/-- Smear the massless Feynman propagator over `p = t + z` with a continuous, compactly
supported `f`, at fixed `x`, `y` and `m = t - z ≠ 0`. As `ε` tends to `0` from above, its
imaginary part tends to `-1/(4π)` times `f/|m|` at the light-cone point `p = (x² + y²)/m`. -/
theorem propagator_lightCone {f : ℝ → ℝ} (hf : Continuous f) (hc : HasCompactSupport f)
    {m : ℝ} (hm : m ≠ 0) (x y : ℝ) :
    Tendsto (fun ε : ℝ =>
        (∫ p : ℝ, (f p : ℂ) * propagator ε (interval ((p + m) / 2) x y ((p - m) / 2))).im)
      (𝓝[>] 0) (𝓝 (-(1 / (4 * π)) * (f ((x ^ 2 + y ^ 2) / m) / |m|))) := by
  obtain ⟨ρ, hρ⟩ : ∃ ρ : ℝ, ρ = x ^ 2 + y ^ 2 := ⟨_, rfl⟩
  rw [← hρ]
  -- the test function expressed through the interval `s = m p - ρ`
  have hg : Continuous (fun s : ℝ => f ((s + ρ) * m⁻¹)) := by fun_prop
  have hgc : HasCompactSupport (fun s : ℝ => f ((s + ρ) * m⁻¹)) :=
    hc.comp_homeomorph
      ((Homeomorph.addRight ρ).trans (Homeomorph.mulRight₀ m⁻¹ (inv_ne_zero hm)))
  have hlim := ((im_pole_tendsto hg hgc).const_mul |m⁻¹|).const_mul (-(1 / (4 * π ^ 2)))
  have hval : -(1 / (4 * π ^ 2)) * (|m⁻¹| * (π * f ((0 + ρ) * m⁻¹)))
      = -(1 / (4 * π)) * (f (ρ / m) / |m|) := by
    rw [zero_add, ← div_eq_mul_inv, abs_inv]
    generalize f (ρ / m) = F
    have h1 : |m| ≠ 0 := abs_ne_zero.2 hm
    have h2 : π ≠ 0 := Real.pi_ne_zero
    field_simp
  rw [hval] at hlim
  refine hlim.congr fun ε => ?_
  -- the change of variables produces the Jacobian `1/|m|`
  have hsub : ∀ G : ℝ → ℂ, ∫ p : ℝ, G (m * p - ρ) = |m⁻¹| • ∫ s : ℝ, G s := fun G =>
    (Measure.integral_comp_mul_left (fun q : ℝ => G (q - ρ)) m).trans
      (by rw [integral_sub_right_eq_self G ρ])
  have hint : ∫ p : ℝ, (f p : ℂ) * propagator ε (interval ((p + m) / 2) x y ((p - m) / 2))
      = ((-(1 / (4 * π ^ 2)) : ℝ) : ℂ) *
        (|m⁻¹| • ∫ s : ℝ, (f ((s + ρ) * m⁻¹) : ℂ) * pole ε s) := by
    rw [← hsub (fun s : ℝ => (f ((s + ρ) * m⁻¹) : ℂ) * pole ε s), ← integral_const_mul]
    congr 1
    funext p
    have e : (m * p - ρ + ρ) * m⁻¹ = p := by
      rw [sub_add_cancel, mul_comm m p, mul_assoc, mul_inv_cancel₀ hm, mul_one]
    rw [interval_lightFront, ← hρ, e, propagator]
    ring
  rw [hint, Complex.im_ofReal_mul, Complex.smul_im, smul_eq_mul]

end FeynmanLightCone
```

```lean
#print axioms FeynmanLightCone.propagator_lightCone
```

```
'FeynmanLightCone.propagator_lightCone' depends on axioms: [propext, Classical.choice, Quot.sound]
```

## A singularity on the light cone

The massless Feynman propagator treated here describes the propagation of a free massless scalar field between two spacetime points. In position space it depends only on the invariant interval $s=t^2-x^2-y^2-z^2$ between them, and it is singular where $s=0$, on the light cone. The prescription $s\to s-i\varepsilon$ moves the singularity off the real axis. The question is what remains of the imaginary part when $\varepsilon$ is taken to zero.

Away from $s=0$ nothing remains. On the cone, the imaginary part becomes a delta function, and its weight is found by integrating against a test function before taking the limit. `im_pole_tendsto` does this in the variable $s$:

$$\lim_{\varepsilon\to0^+}\operatorname{Im}\int_{-\infty}^{\infty}\frac{f(s)}{s-i\varepsilon}\,ds=\pi f(0).$$

This is the imaginary half of the Sokhotski–Plemelj formula. The real half, which produces the principal value of $1/s$, is a separate limit and plays no part in the delta term.

`propagator_lightCone` places the result in spacetime. Let $p=t+z$ and $m=t-z$ be light-front coordinates; here $p$ is not a momentum and $m$ is not a mass. Hold $x$, $y$ and $m\neq0$ fixed, and integrate the propagator over $p$ against a continuous, compactly supported $f(p)$. The imaginary part then tends to

$$-\frac{1}{4\pi}\,\frac{f\big((x^2+y^2)/m\big)}{|m|}.$$

This is the action of $-\delta(s)/(4\pi)$ along the line. The line meets the light cone exactly once, at $p=(x^2+y^2)/m$, on the future cone if $m>0$ and on the past cone if $m<0$. The factor $1/|m|$ is the Jacobian. For example, with $x^2+y^2=4$ and $m=2$ the crossing is at $p=2$, that is $t=2$, $z=0$, and the limit is $-f(2)/(8\pi)$.

## Conventions and the Lean objects

`pole ε s` is the complex number $1/(s-i\varepsilon)$. `interval t x y z` is the squared interval with signature $(+,-,-,-)$ and $c=1$. `propagator ε s` is

$$D_\varepsilon(s)=-\frac{1}{4\pi^2}\,\frac{1}{s-i\varepsilon},$$

a function of the interval and not of the four coordinates. The constant is that of the time-ordered two-point function of a free massless scalar field with $\hbar=1$, whose momentum-space form is $i/(k^2+i\varepsilon')$, with $k$ the four-momentum and $\varepsilon'$ its own small regulator. In Feynman gauge and Heaviside–Lorentz units the photon propagator is $-g_{\mu\nu}$ times this function, where $g_{\mu\nu}$ is the metric. Some texts leave out the factor $i$ in momentum space; the delta term then appears in the real part.

The step between this model and the quantum field is the Fourier transform from momentum space to position space, whose result agrees with $D_\varepsilon(s)$ in the limit of vanishing regulators. The file takes the position-space formula as a definition. Its `ε` has the dimension of a squared length and should not be identified with the regulator $\varepsilon'$.

The hypotheses `Continuous f` and `HasCompactSupport f` describe the test function: a real profile without jumps that vanishes outside a bounded set. The expression `Tendsto … (𝓝[>] 0) (𝓝 …)` says that the limit is taken through positive `ε` only. The sign matters, because approaching from below would give $-\pi f(0)$.

The hypothesis `m ≠ 0` selects lines that cross the cone. If $m=0$ and $x=y=0$, the whole line lies on the cone and the imaginary part equals $-\frac{1}{4\pi^2\varepsilon}\int f(p)\,dp$, which diverges when $\int f(p)\,dp\neq0$. If $m=0$ and $x^2+y^2>0$, the line misses the cone and the imaginary part tends to zero. The theorem concerns one line at a time; smearing over all four coordinates, including the tip of the cone, would need a further argument.

## From the pole to $\pi f(0)$

Multiply numerator and denominator of the pole by $s+i\varepsilon$:

$$\frac{1}{s-i\varepsilon}=\frac{s+i\varepsilon}{s^2+\varepsilon^2},\qquad
\operatorname{Im}\frac{1}{s-i\varepsilon}=\frac{\varepsilon}{s^2+\varepsilon^2}.$$

The imaginary part is a Lorentzian of height $1/\varepsilon$ and half-width $\varepsilon$. For $\varepsilon>0$ the denominator $s-i\varepsilon$ never vanishes on the real line, so $f(s)/(s-i\varepsilon)$ is continuous with compact support and therefore integrable. The imaginary part may be taken under the integral, and since $f$ is real,

$$\operatorname{Im}\int\frac{f(s)}{s-i\varepsilon}\,ds=\int f(s)\,\frac{\varepsilon}{s^2+\varepsilon^2}\,ds.$$

Now measure $s$ in units of the half-width by setting $s=\varepsilon u$, so that $ds=\varepsilon\,du$:

$$\int f(s)\,\frac{\varepsilon}{s^2+\varepsilon^2}\,ds
=\int f(\varepsilon u)\,\frac{\varepsilon^2}{\varepsilon^2(u^2+1)}\,du
=\int\frac{f(\varepsilon u)}{1+u^2}\,du.$$

All dependence on $\varepsilon$ now sits in the argument of $f$. For each fixed $u$, continuity gives $f(\varepsilon u)\to f(0)$. A continuous function with compact support is bounded, say $|f|\le C$, so the integrand is at most $C/(1+u^2)$ in absolute value. That bound has the finite integral $\pi C$ and does not depend on $\varepsilon$. Dominated convergence allows the limit under the integral:

$$\int\frac{f(\varepsilon u)}{1+u^2}\,du\;\to\; f(0)\int\frac{du}{1+u^2}=\pi f(0).$$

## From $\pi f(0)$ to the light cone

With $t=(p+m)/2$ and $z=(p-m)/2$ one has $t^2-z^2=mp$. Writing $\rho=x^2+y^2$, the interval is $s=mp-\rho$, which is linear in $p$ at fixed $m$. Hence $p=(s+\rho)/m$, and the integral over $p$ becomes an integral over $s$ with the factor $1/|m|$. The absolute value appears because a negative $m$ also reverses the limits of integration. Setting $g(s)=f((s+\rho)/m)$,

$$\int f(p)\,D_\varepsilon(mp-\rho)\,dp=-\frac{1}{4\pi^2|m|}\int\frac{g(s)}{s-i\varepsilon}\,ds.$$

The function $g$ is again continuous with compact support, so the previous result applies to it:

$$\operatorname{Im}\int f(p)\,D_\varepsilon(mp-\rho)\,dp\;\to\;-\frac{1}{4\pi^2|m|}\,\pi g(0)=-\frac{f(\rho/m)}{4\pi|m|}.$$

## The same steps in Lean

`pole_im` is the Lorentzian identity. It computes the real and imaginary parts of the denominator and inserts them into Mathlib's formula for the imaginary part of an inverse.

`integrable_smeared` shows that the denominator cannot vanish: if it did, comparing imaginary parts would force `ε = 0`. The product with `f` is then continuous with compact support, and Mathlib supplies integrability. `im_smeared` uses this to exchange `im` and the integral, and then rewrites the integrand with `pole_im`.

`lorentzian_tendsto` contains the analysis, and it assumes only that `f` is continuous and bounded. Its intermediate statement `key` is the limit in the rescaled variable, which Lean calls `x` and which is $u$ above. The dominated convergence theorem asks for four things, proved in order: measurability, the bound by `C * (1 + x ^ 2)⁻¹`, integrability of that bound, and the pointwise limit. `hval` evaluates the limiting integral as `π * f 0`. The rest of the proof runs the substitution backwards: for positive `ε`, `Measure.integral_comp_mul_left` supplies the factor $1/\varepsilon$, and the final `calc` block cancels it.

`im_pole_tendsto` obtains the bound `C` from compact support and combines the two preceding theorems. Their expressions agree for positive `ε`, which is enough for a limit from above.

`interval_lightFront` is the identity $s=mp-\rho$, proved by `ring`. In `propagator_lightCone`, `hg` and `hgc` establish that $g$ is continuous and compactly supported; the latter holds because $s\mapsto(s+\rho)/m$ is a homeomorphism of the line. `hlim` is the main limit for $g$ with the constant factors attached, and `hval` simplifies its value. `hsub` is the change of variables with its Jacobian, and `hint` applies it to the smeared propagator.

## The field of a pulsed point source

Consider a source $j(t)$ at rest at the origin, driving a classical massless scalar field $\varphi$ through $(\partial_t^2-\nabla^2)\varphi=j(t)\,\delta^3(\mathbf x)$. The retarded Green function is $-2\theta(t)$ times the limiting imaginary part of the propagator, where $\theta$ is the step function, so it equals $\theta(t)\,\delta(s)/(2\pi)$. At distance $r>0$,

$$\varphi(t,r)=\frac{1}{2\pi}\int j(t')\,\theta(t-t')\,\delta\big((t-t')^2-r^2\big)\,dt'.$$

The argument of the delta function has roots at $t'=t\pm r$, and the step function keeps $t'=t-r$. The derivative of the argument has magnitude $2r$ there, which gives

$$\varphi(t,r)=\frac{j(t-r)}{4\pi r}.$$

The pulse arrives after the light travel time with its shape unchanged, and a constant source gives the Coulomb form $j/(4\pi r)$. This calculation integrates over time, where $s$ is quadratic, and so goes a step past the linear substitution verified in Lean.

The same limit appears in electronic structure when a density of states is read from a Green function. For a single non-interacting level at energy $E_0$, with $E$ the energy variable and $\eta>0$ the broadening, $-\frac1\pi\operatorname{Im}\frac{1}{E-E_0+i\eta}$ integrated over $E$ against a continuous, compactly supported $f(E)$ tends to $f(E_0)$ as $\eta\to0^+$.
